# Characteristic polynomial for one particle hopping between all pairs of sites with a single on-site defect

The theorem concerns one particle on a finite set of n ≥ 2 sites, with real hopping amplitude -t between every two distinct sites and on-site energy v on the site `d` only. It states that the characteristic polynomial of the Hamiltonian matrix is (X - t)^(n-2) times the quadratic (X - t)² + (nt - v)(X - t) - (n - 1)tv. The attempt writes the Hamiltonian as t times the identity plus a product `A * B` that passes through a two-dimensional space. It then evaluates both sides at a real number x and exchanges the factors, so that only the determinant of a two-by-two matrix has to be computed.

The first attempt, which Lean rejects:

```lean
import Mathlib

open Polynomial Matrix

namespace CharpolyHamiltonian

noncomputable section

variable {ι : Type*} [Fintype ι] [DecidableEq ι]

/-- The one-particle Hamiltonian with hopping amplitude `-t` between every two distinct sites
and on-site energy `v` on the site `d` only. -/
def hamiltonian (d : ι) (t v : ℝ) : Matrix ι ι ℝ :=
  Matrix.of fun i j => if i = j then (if i = d then v else 0) else -t

/-- The characteristic polynomial for `n ≥ 2` sites: a factor `(x - t) ^ (n - 2)` times a
quadratic in `x - t` that contains the defect energy. -/
theorem charpoly_hamiltonian (d : ι) (hn : 2 ≤ Fintype.card ι) (t v : ℝ) :
    (hamiltonian d t v).charpoly = (X - C t) ^ (Fintype.card ι - 2) *
      ((X - C t) ^ 2 + C (Fintype.card ι * t - v) * (X - C t)
        - C ((Fintype.card ι - 1) * t * v)) := by
  -- H - t has rank at most two and factors through a two-dimensional space
  obtain ⟨A, hA⟩ : ∃ A : Matrix ι (Fin 2) ℝ,
      A = Matrix.of fun i => ![-t, if i = d then v else 0] := ⟨_, rfl⟩
  obtain ⟨B, hB⟩ : ∃ B : Matrix (Fin 2) ι ℝ,
      B = Matrix.of ![fun _ => 1, fun j => if j = d then 1 else 0] := ⟨_, rfl⟩
  have hBA : B * A = !![-(Fintype.card ι * t), v; -t, v] := by
    ext k l
    fin_cases k <;> fin_cases l <;> simp [hA, hB, Matrix.mul_apply]
  apply Polynomial.funext
  intro x
  have hAB : Matrix.scalar ι x - hamiltonian d t v = Matrix.scalar ι (x - t) - A * B := by
    ext i j
    by_cases hij : i = j
    · subst hij
      by_cases hi : i = d <;>
        simp [hamiltonian, hA, hB, Matrix.mul_apply, Fin.sum_univ_two, hi]
    · by_cases hi : i = d
      · have hj : j ≠ d := fun h => hij (hi.trans h.symm)
        simp [hamiltonian, hA, hB, Matrix.mul_apply, Fin.sum_univ_two, hij, hj]
      · simp [hamiltonian, hA, hB, Matrix.mul_apply, Fin.sum_univ_two, hij, hi]
  -- exchanging the factors leaves a two-by-two determinant
  rw [Matrix.eval_charpoly, hAB, ← Matrix.eval_charpoly,
    Matrix.charpoly_mul_comm_of_le A B (by simpa using hn), hBA, eval_mul,
    Matrix.eval_charpoly, Matrix.det_fin_two]
  simp
  left
  ring

end

end CharpolyHamiltonian
```

Messages:

```
Main.lean:35:4: error: unsolved goals
case pos
ι : Type u_1
inst✝¹ : Fintype ι
inst✝ : DecidableEq ι
d : ι
hn : 2 ≤ Fintype.card ι
t v : ℝ
A : Matrix ι (Fin 2) ℝ
hA : A = of fun i => ![-t, if i = d then v else 0]
B : Matrix (Fin 2) ι ℝ
hB : B = of ![fun x => 1, fun j => if j = d then 1 else 0]
hBA : B * A = !![-(↑(Fintype.card ι) * t), v; -t, v]
x : ℝ
i : ι
hi : i = d
⊢ x - v = x - t - (-t + v)
```

Lean accepts the file once it reads:

```diff
@@ -36,4 +36,5 @@
       by_cases hi : i = d <;>
         simp [hamiltonian, hA, hB, Matrix.mul_apply, Fin.sum_univ_two, hi]
+      ring
     · by_cases hi : i = d
       · have hj : j ≠ d := fun h => hij (hi.trans h.symm)
```

What went wrong. The error lies in the proof of `hAB`, which compares x minus the Hamiltonian with (x - t) minus `A * B` entry by entry. On the diagonal, `simp` is run both for the defect site and for the other sites. The message shows only the case `i = d` left open, with the goal `x - v = x - t - (-t + v)`.

This equation is true, and the matrices have already been unfolded to real numbers. What is missing is a rearrangement: `-t` sits inside a bracket with `v`, and the simplification rules `simp` applies here do not regroup the terms so that the two occurrences of `t` cancel. Away from the defect there is no `v` in the bracket, and `simp` finishes by itself.

The added `ring` proves the remaining goal, since the equation is an identity in a commutative ring. It stands after the whole `by_cases … <;> simp` step and so acts on the one goal which that step leaves.
